# The harmonic nearest-neighbour spring energy on a periodic hypercubic lattice has a $dL^{d-1}$-dimensional space of zero modes

Join the atoms of a square or simple cubic crystal by springs between nearest neighbours only. Each spring resists changes of its length and nothing else. Does this crystal resist every deformation? With periodic boundaries, counting alone leaves the question open: there is one spring per site and direction, and so there are as many springs as displacement components.

Take $L\ge 1$ sites along each of $d$ directions, with periodic boundaries. A site is $x\in(\mathbb Z/L)^d$, the directions are numbered $0,\dots,d-1$, and $e_i$ is the unit step along direction $i$. Each site has a displacement $u(x)\in\mathbb R^d$ with components $u_i(x)$. To first order, the spring from $x$ to $x+e_i$ lengthens by $u_i(x+e_i)-u_i(x)$. For springs at their natural length, the energy to second order is therefore a positive constant times

$$E(u)=\sum_x\sum_i\bigl(u_i(x+e_i)-u_i(x)\bigr)^2 .$$

The displacements with $E(u)=0$ form a linear space of dimension exactly $dL^{d-1}$. For $d\ge2$ and $L\ge2$ this exceeds $d$, the number of independent uniform translations, so the harmonic crystal is not rigid.

In a phonon calculation on this finite lattice with these springs alone, $dL^{d-1}$ frequencies vanish, and at any positive temperature the harmonic-oscillator free energy diverges to $-\infty$ as a mode's frequency tends to zero, so it gives no finite value for those modes.

## Lines that slide along themselves

**No bond changes length.** A sum of squares is zero only if every term is zero. Hence $E(u)=0$ exactly when $u_i(x+e_i)=u_i(x)$ for all $x$ and $i$. These conditions are linear in $u$, so their solutions form a linear space.

**Each line moves as one.** Suppose $u_i(x+ne_i)=u_i(x)$ for some natural number $n$. The bond condition at $x+ne_i$ gives

$$u_i(x+(n+1)e_i)=u_i(x+ne_i)=u_i(x).$$

The case $n=0$ is trivial, so the equality holds for all $n$. Every element of $\mathbb Z/L$ is the residue of some $n$, and therefore $u_i$ is constant along each lattice line in direction $i$.

**The amplitudes are free.** Label a line along $i$ by its other coordinates $y=(x_j)_{j\ne i}$, and let $b_i(y)$ be the site on it with $i$-th coordinate zero. Set $w_i(y)=u_i(b_i(y))$. By the previous step, $u_i(x)=w_i\bigl((x_j)_{j\neq i}\bigr)$, so the functions $w_i$ determine $u$. Conversely, any choice of functions $w_i$ defines a zero mode by this formula, because a step along $i$ leaves the other coordinates alone.

**Counting.** For $d\ge1$ there are $L^{d-1}$ labels $y$ for each direction, hence $dL^{d-1}$ free real numbers. For $d=0$ there are no displacement components and the dimension is zero. If $d\ge2$ and $L\ge2$, then $L^{d-1}>1$ and $dL^{d-1}>d$.

**Shears.** For $i\ne j$ and any function $f$, let $u_i(x)=f(x_j)$ and let the other components vanish. A bond along $i$ joins sites with equal $x_j$, so its elongation is zero; bonds along other directions see only vanishing components. This shear is a uniform translation exactly when $f$ is constant.

## Nine sites on a square lattice

Let $d=2$ and $L=3$. There are 9 sites, 18 displacement components and 18 springs. The zero modes have dimension $2\cdot3=6$: three rows and three columns can each slide independently. Only two of these six dimensions are uniform translations.

Take $f(0)=0$, $f(1)=1$, $f(2)=0$. The shear $u_0(x)=f(x_1)$, $u_1(x)=0$ moves one row along itself and has $E=0$. The longitudinal pattern $u_0(x)=f(x_0)$, $u_1(x)=0$ behaves differently. Along each row the elongations are $1,-1,0$, whose squares add up to 2, and the three rows give $E=6$.

## The lattice and its energy in Lean

```lean
import Mathlib

namespace HypercubicFloppyModes

noncomputable section
```

Sites are functions from directions to residues modulo `L`.

```lean
/-- Sites of the periodic hypercubic lattice with `L` sites along each of `d` directions. -/
abbrev Site (d L : ℕ) := Fin d → ZMod L

/-- A displacement field: a vector with `d` real components at every site. -/
abbrev Displacement (d L : ℕ) := Site d L → Fin d → ℝ
```

For a displacement field `u`, the expression `u x i` is $u_i(x)$.

```lean
/-- The harmonic energy of nearest-neighbour central springs: each bond along direction `i`
contributes the square of the difference of the `i`-th displacements at its two ends. -/
def springEnergy {d L : ℕ} [NeZero L] (u : Displacement d L) : ℝ :=
  ∑ x : Site d L, ∑ i : Fin d, (u (x + Pi.single i 1) i - u x i) ^ 2
```

Here `Pi.single i 1` is $e_i$. The assumption `NeZero L` excludes $L=0$ and makes the lattice finite. The common spring constant is left out, since a positive factor does not affect which displacements have zero energy. At $L=2$ the sum contains two springs between each neighbouring pair, one in each sense around the ring; at $L=1$ every spring joins a site to itself and costs nothing.

The step from a real spring network to this model is the linearisation. At finite amplitude, a shear with a non-constant profile tilts the bonds between neighbouring lines that slide by different amounts and lengthens them at second order in the displacement, which costs energy at fourth order.

## From zero energy to sliding lines

```lean
/-- The spring energy vanishes exactly when no bond is stretched or compressed. -/
theorem springEnergy_eq_zero_iff {d L : ℕ} [NeZero L] (u : Displacement d L) :
    springEnergy u = 0 ↔ ∀ x i, u (x + Pi.single i 1) i = u x i := by
  have key : ∀ x : Site d L, ∀ i ∈ (Finset.univ : Finset (Fin d)),
      0 ≤ (u (x + Pi.single i 1) i - u x i) ^ 2 := fun _ _ _ => sq_nonneg _
  unfold springEnergy
  rw [Finset.sum_eq_zero_iff_of_nonneg (fun x _ => Finset.sum_nonneg (key x))]
  constructor
  · intro h x i
    have h1 := (Finset.sum_eq_zero_iff_of_nonneg (key x)).1
      (h x (Finset.mem_univ x)) i (Finset.mem_univ i)
    exact sub_eq_zero.1 ((pow_eq_zero_iff two_ne_zero).1 h1)
  · intro h x _
    exact Finset.sum_eq_zero fun i _ => by rw [h x i]; ring
```

The lemma `Finset.sum_eq_zero_iff_of_nonneg` is used twice, first for the sum over sites and then for the sum over directions. It reduces zero energy to the vanishing of each square. The reverse direction substitutes the bond conditions into the sum.

```lean
/-- The linear space of displacement fields with zero spring energy. -/
def zeroModes (d L : ℕ) [NeZero L] : Submodule ℝ (Displacement d L) where
  carrier := {u | springEnergy u = 0}
  zero_mem' := (springEnergy_eq_zero_iff _).2 fun _ _ => rfl
  add_mem' := by
    intro u v hu hv
    have hu' := (springEnergy_eq_zero_iff u).1 hu
    have hv' := (springEnergy_eq_zero_iff v).1 hv
    refine (springEnergy_eq_zero_iff _).2 fun x i => ?_
    change u _ i + v _ i = u x i + v x i
    rw [hu' x i, hv' x i]
  smul_mem' := by
    intro c u hu
    have hu' := (springEnergy_eq_zero_iff u).1 hu
    refine (springEnergy_eq_zero_iff _).2 fun x i => ?_
    change c * u _ i = c * u x i
    rw [hu' x i]
```

A `Submodule` is a set together with proofs that it contains zero and is closed under addition and scaling. The set is defined by the quadratic energy, and the closure proofs pass to the linear bond conditions.

```lean
/-- In a zero-energy displacement, all sites on a lattice line along direction `i` have the
same `i`-th displacement: the line slides rigidly along itself. -/
theorem line_slides_rigidly {d L : ℕ} [NeZero L] {u : Displacement d L}
    (hu : springEnergy u = 0) (x : Site d L) (i : Fin d) (c : ZMod L) :
    u (x + Pi.single i c) i = u x i := by
  -- walk along the line one bond at a time
  have key : ∀ n : ℕ, u (x + Pi.single i (n : ZMod L)) i = u x i := by
    intro n
    induction n with
    | zero => simp
    | succ n ih =>
      rw [Nat.cast_succ, Pi.single_add, ← add_assoc, (springEnergy_eq_zero_iff u).1 hu, ih]
  have h := key c.val
  rwa [ZMod.natCast_zmod_val] at h
```

The inner statement `key` is the walk along the line, by induction on a natural number. `Pi.single_add` splits $(n+1)e_i$ into $ne_i+e_i$, the bond condition removes the last step, and the induction hypothesis `ih` removes the rest. A general shift `c` is then reached through its natural representative `c.val`.

## One amplitude per line

```lean
/-- The site with `i`-th coordinate zero and the other coordinates given by `y`; it labels a
lattice line along direction `i`. -/
def lineBase {d L : ℕ} (i : Fin d) (y : {j : Fin d // j ≠ i} → ZMod L) : Site d L :=
  fun j => if h : j = i then 0 else y ⟨j, h⟩
```

This is $b_i(y)$. The type `{j : Fin d // j ≠ i}` consists of the directions other than `i`, so `y` holds exactly the remaining coordinates.

```lean
/-- Zero modes correspond linearly to a free choice of one sliding amplitude for every
lattice line in every direction. -/
def slidingAmplitudes (d L : ℕ) [NeZero L] :
    zeroModes d L ≃ₗ[ℝ] ((i : Fin d) → ({j : Fin d // j ≠ i} → ZMod L) → ℝ) where
  toFun u := fun i y => u.1 (lineBase i y) i
  map_add' _ _ := rfl
  map_smul' _ _ := rfl
  invFun w := ⟨fun x i => w i (fun j => x j.1), by
    refine (springEnergy_eq_zero_iff _).2 fun x i => ?_
    refine congrArg (w i) (funext fun j => ?_)
    simp [j.2]⟩
  left_inv u := by
    apply Subtype.ext
    funext x i
    change u.1 (lineBase i fun j => x j.1) i = u.1 x i
    -- the site x lies on the line through its base point
    have hx : lineBase i (fun j => x j.1) + Pi.single i (x i) = x := by
      funext j
      by_cases h : j = i
      · subst h
        simp [lineBase]
      · simp [lineBase, h]
    have h := line_slides_rigidly u.2 (lineBase i fun j => x j.1) i (x i)
    rw [hx] at h
    exact h.symm
  right_inv w := by
    funext i y
    refine congrArg (w i) (funext fun j => ?_)
    simp [lineBase, j.2]
```

The symbol `≃ₗ[ℝ]` denotes a linear equivalence: a real-linear map packaged with an inverse and proofs that the two compositions are identities. It deserves a closer look, because it turns the physical description of the modes into a dimension without choosing a basis or computing a matrix rank.

The forward map `toFun` reads off the amplitudes $w_i(y)$ at the base points. Its linearity holds by definition, hence the two proofs by `rfl`. The inverse `invFun` builds a displacement field from amplitudes, and must also prove that this field has zero energy, since its target is `zeroModes d L` and not the space of all displacements.

The sliding of lines enters in `left_inv`. Starting from a zero mode, the reconstruction returns the value at the base point of the line; `hx` shows that $x$ is that base point shifted by $x_i$ along direction $i$, and `line_slides_rigidly` equates the two displacements. In `right_inv`, reading the coordinates of a base point simply gives back `y`.

```lean
/-- The zero-energy displacements of the periodic hypercubic lattice with central
nearest-neighbour springs form a space of dimension exactly `d * L ^ (d - 1)`. -/
theorem finrank_zeroModes (d L : ℕ) [NeZero L] :
    Module.finrank ℝ (zeroModes d L) = d * L ^ (d - 1) := by
  -- each direction has one amplitude per line, hence L ^ (d - 1) of them
  have hcard : ∀ i : Fin d,
      Module.finrank ℝ (({j : Fin d // j ≠ i} → ZMod L) → ℝ) = L ^ (d - 1) := by
    intro i
    have hc : Fintype.card {j : Fin d // j ≠ i} = d - 1 := by
      simp [Fintype.card_subtype_compl]
    rw [Module.finrank_fintype_fun_eq_card, Fintype.card_fun, ZMod.card, hc]
  rw [LinearEquiv.finrank_eq (slidingAmplitudes d L), Module.finrank_pi_fintype]
  simp only [hcard, Finset.sum_const, Finset.card_univ, Fintype.card_fin, smul_eq_mul]
```

`Module.finrank` is the dimension. `LinearEquiv.finrank_eq` carries it across the equivalence, `hcard` finds $L^{d-1}$ for each direction, and the sum over directions supplies the factor $d$.

## Shears and the loss of rigidity

```lean
/-- The pattern in which every site moves along direction `i` by an amount `f` that depends
only on its `j`-th coordinate. -/
def shear {d L : ℕ} (i j : Fin d) (f : ZMod L → ℝ) : Displacement d L :=
  fun x k => if k = i then f (x j) else 0
```

The definition allows `i = j`, which gives a longitudinal pattern. The next theorem requires the directions to differ.

```lean
/-- A shear along `i` with an arbitrary profile in a different direction `j` costs no
spring energy. -/
theorem shear_mem_zeroModes {d L : ℕ} [NeZero L] {i j : Fin d} (hij : i ≠ j)
    (f : ZMod L → ℝ) : shear i j f ∈ zeroModes d L := by
  refine (springEnergy_eq_zero_iff _).2 fun x k => ?_
  rcases eq_or_ne k i with hk | hk <;> simp [shear, hk, hij.symm]
```

The proof separates the displaced component `k = i` from the others. In the first case the step along `i` does not change coordinate `j`; in the second both displacements are zero.

```lean
/-- A shear pattern is a uniform translation of the lattice exactly when its profile is
constant. -/
theorem shear_uniform_iff {d L : ℕ} (i j : Fin d) (f : ZMod L → ℝ) :
    (∃ a : Fin d → ℝ, ∀ x, shear i j f x = a) ↔ ∀ s t, f s = f t := by
  constructor
  · rintro ⟨a, ha⟩ s t
    have hs := congrFun (ha fun _ => s) i
    have ht := congrFun (ha fun _ => t) i
    simp [shear] at hs ht
    rw [hs, ht]
  · intro h
    refine ⟨shear i j f 0, fun x => ?_⟩
    funext k
    simp only [shear]
    rw [h (x j) ((0 : Site d L) j)]
```

The left side says that one vector `a` is the displacement of every site. Evaluating at the sites with all coordinates equal to `s` and to `t` gives `f s = f t`. Conversely, for a constant profile, the displacement at the origin serves as `a`.

```lean
/-- In at least two dimensions, with at least two sites along each direction, the space of
zero modes has dimension greater than `d`, the number of independent uniform translations. -/
theorem not_rigid {d L : ℕ} [NeZero L] (hd : 2 ≤ d) (hL : 2 ≤ L) :
    d < Module.finrank ℝ (zeroModes d L) := by
  rw [finrank_zeroModes]
  have h : 1 < L ^ (d - 1) := Nat.one_lt_pow (by omega) (by omega)
  nlinarith

end

end HypercubicFloppyModes
```

After the dimension formula is inserted, what remains is $d<dL^{d-1}$. The two size assumptions give $L^{d-1}>1$, and `nlinarith` completes the comparison. The theorem states an inequality between numbers; its reading as a failure of rigidity uses the elementary fact that uniform translations have $d$ independent components.

```lean
#print axioms HypercubicFloppyModes.finrank_zeroModes
-- 'HypercubicFloppyModes.finrank_zeroModes' depends on axioms: [propext, Classical.choice, Quot.sound]
#print axioms HypercubicFloppyModes.shear_mem_zeroModes
-- 'HypercubicFloppyModes.shear_mem_zeroModes' depends on axioms: [propext, Classical.choice, Quot.sound]
#print axioms HypercubicFloppyModes.shear_uniform_iff
-- 'HypercubicFloppyModes.shear_uniform_iff' depends on axioms: [propext, Classical.choice, Quot.sound]
#print axioms HypercubicFloppyModes.not_rigid
-- 'HypercubicFloppyModes.not_rigid' depends on axioms: [propext, Classical.choice, Quot.sound]
```
